# The least-squares Flack parameter for fixed model intensities and complete Friedel pairs

## One Friedel pair

Take a reflection $h \neq 0$ and its Friedel mate $-h$. A structural model predicts the intensities $I(h) = 10$ and $I(-h) = 6$, and the measured values are $J(h) = 9$ and $J(-h) = 7$. Suppose that the crystal is an inversion twin: a fraction $1-x$ of it has the structure of the model and a fraction $x$ has the inverted structure. The predicted intensities are then

$$(1-x)\cdot 10 + x\cdot 6 = 10 - 4x, \qquad (1-x)\cdot 6 + x\cdot 10 = 6 + 4x .$$

The sum of squared deviations is

$$(9 - 10 + 4x)^2 + (7 - 6 - 4x)^2 = 2(4x-1)^2,$$

which is smallest at $x = 1/4$ and nowhere else.

The two predictions always add up to 16, whatever $x$ is. The sum of the two measured values therefore carries no information about $x$, and only their difference does. With general values, write $d = I(h) - I(-h) \neq 0$. Setting the derivative of the squared deviations to zero gives

$$x = \frac12 - \frac{J(h) - J(-h)}{2d}.$$

Equal measured intensities give $x = 1/2$, and a measured difference equal to $d$ gives $x = 0$.

## Twins and Bijvoet differences

The number $x$ is the Flack parameter. If its standard uncertainty is small, a value near 0 supports the absolute structure of the model, and a value near 1 supports its inverse. For a whole data set the twin model reads

$$T_x(h) = (1-x)\,I(h) + x\,I(-h) = I(h) - x\,D(h), \qquad D(h) = I(h) - I(-h),$$

where $D$ is the Bijvoet difference. It is odd: $D(-h) = -D(h)$. In the kinematic theory of X-ray diffraction, Friedel's law makes $D$ vanish when there is no resonant scattering, and the data then cannot tell a structure from its inverse. Requiring $D(h) \neq 0$ for at least one reflection thus stands for a resonant signal, however weak, from a non-centrosymmetric model.

Let $S$ be a finite set of reflections, and let $w(h)$ be the weight of reflection $h$, commonly the inverse variance of the measurement. The misfit is

$$M(x) = \sum_{h\in S} w(h)\,\bigl(J(h) - T_x(h)\bigr)^2 .$$

## The minimiser and its conditions

Assume the following:

- $S$ is closed under negation, so each reflection comes with its mate;
- the weights are positive on $S$, and $w(-h) = w(h)$ there;
- $D(h) \neq 0$ for some $h \in S$.

Then, for any real data $J$, a real number $x$ minimises $M$ over all real numbers exactly when

$$x = \frac12 - \frac{\sum_{h\in S} w(h) J(h) D(h)}{\sum_{h\in S} w(h) D(h)^2}.$$

Unit weights give the unweighted formula. Equal weights on mates mean that both members of a pair are taken to be equally precise. Inverse variances of separately measured mates usually differ, and the formula should not be used with such weights; the expression at the end of this text covers that case.

In Lean, a `Reflection` is a function `Fin 3 → ℤ`, that is, a triple of Miller indices, and `-h` negates all three. The set $S$ is a `Finset Reflection`. The functions `bijvoet I`, `twin I x` and `misfit S w I J x` are $D$, $T_x$ and $M(x)$; `signal S w I` is the denominator of the formula, and `flackEstimate S w I J` is its right-hand side. The hypotheses `hS`, `hw`, `hpos` and `hD` of `flack_unique_minimiser` express closure, equal weights on mates, positive weights and a nonzero Bijvoet difference. Its conclusion is an equivalence, so it covers existence as well as uniqueness.

The intensities `I` are an arbitrary real function. They are not computed from structure factors, and no space-group symmetry is imposed on them. They are held fixed and are on the same scale as the data, so this is a fit of one parameter and not a joint refinement of $x$ with scale, coordinates and displacement parameters. The parameter ranges over all of $\mathbb{R}$, and noisy data may put the minimiser outside $[0,1]$. No standard uncertainty is assigned to it.

## Completing the square

Write

$$A = \sum_{h\in S} w(h) J(h) D(h), \qquad G = \sum_{h\in S} w(h) D(h)^2 .$$

**Pairing the data.** Replacing $h$ by $-h$ permutes $S$ and leaves a sum over $S$ unchanged. Since $w$ is even and $D$ is odd,

$$A = \sum_{h\in S} w(-h) J(-h) D(-h) = -\sum_{h\in S} w(h) J(-h) D(h).$$

Adding this to the definition of $A$ and halving gives

$$A = \frac12 \sum_{h\in S} w(h)\,\bigl(J(h) - J(-h)\bigr)\, D(h).$$

Only the Bijvoet differences of the data enter. For $J = I$ the same identity reads

$$\sum_{h\in S} w(h) I(h) D(h) = \frac{G}{2}.$$

**Expanding the misfit.** The deviation is $J(h) - I(h) + x D(h)$, so

$$M(x) = C + 2x\Bigl(A - \sum_{h\in S} w(h) I(h) D(h)\Bigr) + x^2 G = C + 2x\Bigl(A - \frac G2\Bigr) + x^2 G,$$

with $C = \sum_{h\in S} w(h)(J(h) - I(h))^2$.

**Finding the vertex.** Positive weights and one nonzero $D(h)$ make $G > 0$. Put $x_0 = \frac12 - A/G$. Then $A - G/2 = -G x_0$, and

$$M(x) = C - 2G x_0 x + G x^2 = \bigl(C - G x_0^2\bigr) + G (x - x_0)^2 .$$

The first bracket is $M(x_0)$, so

$$M(x) = M(x_0) + G\,(x - x_0)^2 .$$

The last term is never negative and vanishes only at $x = x_0$, which is therefore the unique minimiser.

## The limit of a vanishing resonant signal

The curvature of the parabola is set by $G$. If all Bijvoet differences of the model shrink by a factor $\varepsilon$, then $G$ shrinks by $\varepsilon^2$ and the minimum becomes shallow. At $D = 0$ throughout $S$ the misfit does not depend on $x$ at all, and every real number minimises it.

Resonant scattering factors depend on the photon energy and on the electronic structure of the scattering atoms in their surroundings. For given data and weights, the values used in the model influence this one-parameter estimate only through the model's Bijvoet differences.

## The Lean file

```lean
import Mathlib

open scoped BigOperators

namespace FlackLeastSquares

noncomputable section

/-- A reflection, labelled by its three integer Miller indices. -/
abbrev Reflection := Fin 3 → ℤ

/-- The Bijvoet difference `I(h) - I(-h)` of an intensity function. -/
def bijvoet (I : Reflection → ℝ) (h : Reflection) : ℝ := I h - I (-h)

/-- The intensity of an inversion twin with Flack parameter `x`. -/
def twin (I : Reflection → ℝ) (x : ℝ) (h : Reflection) : ℝ :=
  (1 - x) * I h + x * I (-h)

/-- The weighted sum of squared deviations between the data `J` and the twin model. -/
def misfit (S : Finset Reflection) (w I J : Reflection → ℝ) (x : ℝ) : ℝ :=
  ∑ h ∈ S, w h * (J h - twin I x h) ^ 2

/-- The weighted sum of squared Bijvoet differences of the model. -/
def signal (S : Finset Reflection) (w I : Reflection → ℝ) : ℝ :=
  ∑ h ∈ S, w h * bijvoet I h ^ 2

/-- The closed formula for the Flack parameter in terms of data and Bijvoet differences. -/
def flackEstimate (S : Finset Reflection) (w I J : Reflection → ℝ) : ℝ :=
  1 / 2 - (∑ h ∈ S, w h * J h * bijvoet I h) / signal S w I

/-- A sum over a set of reflections closed under negation is unchanged when every
reflection is replaced by its Friedel mate. -/
theorem sum_friedel {S : Finset Reflection} (hS : ∀ h ∈ S, -h ∈ S)
    (f : Reflection → ℝ) : ∑ h ∈ S, f (-h) = ∑ h ∈ S, f h :=
  Finset.sum_nbij' (fun h => -h) (fun h => -h) hS hS
    (fun h _ => neg_neg h) (fun h _ => neg_neg h) (fun _ _ => rfl)

/-- For a set closed under negation and weights equal on Friedel mates, the weighted overlap of the
data with the model's Bijvoet differences is half the weighted overlap of the data's own Bijvoet
differences with them. -/
theorem overlap_eq_half {S : Finset Reflection} (hS : ∀ h ∈ S, -h ∈ S)
    {w : Reflection → ℝ} (hw : ∀ h ∈ S, w (-h) = w h) (I J : Reflection → ℝ) :
    ∑ h ∈ S, w h * J h * bijvoet I h
      = (∑ h ∈ S, w h * bijvoet J h * bijvoet I h) / 2 := by
  have h1 : ∑ h ∈ S, w (-h) * J (-h) * bijvoet I (-h)
      = ∑ h ∈ S, w h * J h * bijvoet I h :=
    sum_friedel hS (fun h => w h * J h * bijvoet I h)
  -- the Bijvoet difference changes sign between Friedel mates
  have h2 : ∑ h ∈ S, w (-h) * J (-h) * bijvoet I (-h)
      = ∑ h ∈ S, w h * bijvoet J h * bijvoet I h
        - ∑ h ∈ S, w h * J h * bijvoet I h := by
    rw [← Finset.sum_sub_distrib]
    apply Finset.sum_congr rfl
    intro h hh
    rw [hw h hh]
    simp only [bijvoet, neg_neg]
    ring
  linarith

/-- The misfit is a quadratic polynomial in the Flack parameter. -/
theorem misfit_expand (S : Finset Reflection) (w I J : Reflection → ℝ) (x : ℝ) :
    misfit S w I J x = ∑ h ∈ S, w h * (J h - I h) ^ 2
      + 2 * x * (∑ h ∈ S, w h * J h * bijvoet I h - ∑ h ∈ S, w h * I h * bijvoet I h)
      + x ^ 2 * signal S w I := by
  simp only [misfit, signal, Finset.mul_sum, ← Finset.sum_sub_distrib,
    ← Finset.sum_add_distrib]
  apply Finset.sum_congr rfl
  intro h _
  simp only [twin, bijvoet]
  ring

/-- For a set closed under negation, weights equal on Friedel mates and a nonzero `signal`, the
misfit equals its value at the Flack estimate plus the squared distance from the estimate times the
weighted sum of squared Bijvoet differences. -/
theorem misfit_complete_square {S : Finset Reflection} (hS : ∀ h ∈ S, -h ∈ S)
    {w : Reflection → ℝ} (hw : ∀ h ∈ S, w (-h) = w h) (I J : Reflection → ℝ)
    (hs : signal S w I ≠ 0) (x : ℝ) :
    misfit S w I J x = misfit S w I J (flackEstimate S w I J)
      + signal S w I * (x - flackEstimate S w I J) ^ 2 := by
  have hI : ∑ h ∈ S, w h * I h * bijvoet I h = signal S w I / 2 := by
    rw [overlap_eq_half hS hw I I, signal]
    congr 1
    apply Finset.sum_congr rfl
    intro h _
    ring
  have hJ : ∑ h ∈ S, w h * J h * bijvoet I h
      = signal S w I * (1 / 2 - flackEstimate S w I J) := by
    rw [flackEstimate, sub_sub_cancel]
    field_simp
  rw [misfit_expand S w I J x, misfit_expand S w I J (flackEstimate S w I J), hI, hJ]
  ring

/-- For positive weights equal on Friedel mates and a model with some nonzero Bijvoet
difference, a real `x` minimises the misfit exactly when it is the Flack estimate. -/
theorem flack_unique_minimiser {S : Finset Reflection} (hS : ∀ h ∈ S, -h ∈ S)
    {w : Reflection → ℝ} (hw : ∀ h ∈ S, w (-h) = w h) (hpos : ∀ h ∈ S, 0 < w h)
    (I J : Reflection → ℝ) (hD : ∃ h ∈ S, bijvoet I h ≠ 0) (x : ℝ) :
    (∀ y, misfit S w I J x ≤ misfit S w I J y) ↔
      x = 1 / 2 - (∑ h ∈ S, w h * J h * bijvoet I h)
        / (∑ h ∈ S, w h * bijvoet I h ^ 2) := by
  change _ ↔ x = flackEstimate S w I J
  -- the curvature of the parabola is positive
  have hs : 0 < signal S w I := by
    obtain ⟨h, hh, hne⟩ := hD
    refine Finset.sum_pos' (fun k hk => mul_nonneg (hpos k hk).le (sq_nonneg _))
      ⟨h, hh, mul_pos (hpos h hh) ?_⟩
    positivity
  have key := misfit_complete_square hS hw I J hs.ne'
  constructor
  · intro hmin
    by_contra hne
    have hne' : x - flackEstimate S w I J ≠ 0 := sub_ne_zero.2 hne
    have hgap : 0 < signal S w I * (x - flackEstimate S w I J) ^ 2 := by positivity
    linarith [hmin (flackEstimate S w I J), key x]
  · intro hx y
    rw [hx]
    linarith [key y, mul_nonneg hs.le (sq_nonneg (y - flackEstimate S w I J))]

/-- For a set closed under negation, positive weights equal on Friedel mates and a model with some
nonzero Bijvoet difference, data that follow the twin model exactly give back their Flack parameter.
-/
theorem flackEstimate_twin {S : Finset Reflection} (hS : ∀ h ∈ S, -h ∈ S)
    {w : Reflection → ℝ} (hw : ∀ h ∈ S, w (-h) = w h) (hpos : ∀ h ∈ S, 0 < w h)
    (I : Reflection → ℝ) (hD : ∃ h ∈ S, bijvoet I h ≠ 0) (x : ℝ) :
    flackEstimate S w I (twin I x) = x := by
  refine ((flack_unique_minimiser hS hw hpos I (twin I x) hD x).1 ?_).symm
  intro y
  have h0 : misfit S w I (twin I x) x = 0 := by simp [misfit]
  rw [h0]
  exact Finset.sum_nonneg (fun h hh => mul_nonneg (hpos h hh).le (sq_nonneg _))

/-- For a set closed under negation and weights equal on Friedel mates, exchanging the data of mates
exchanges `x` and `1 - x` in the misfit. -/
theorem misfit_inverted {S : Finset Reflection} (hS : ∀ h ∈ S, -h ∈ S)
    {w : Reflection → ℝ} (hw : ∀ h ∈ S, w (-h) = w h) (I J : Reflection → ℝ) (x : ℝ) :
    misfit S w I (fun h => J (-h)) (1 - x) = misfit S w I J x := by
  have h1 : ∑ h ∈ S, w (-h) * (J (-h) - twin I x (-h)) ^ 2 = misfit S w I J x :=
    sum_friedel hS (fun h => w h * (J h - twin I x h) ^ 2)
  rw [← h1, misfit]
  apply Finset.sum_congr rfl
  intro h hh
  rw [hw h hh]
  simp only [twin, neg_neg]
  ring

/-- For a single reflection measured without its Friedel mate, with positive model intensity,
nonnegative model intensity of the mate, nonzero Bijvoet difference, and data equal to the model
intensities, the closed formula fits strictly worse than `x = 0`. -/
theorem formula_fails_without_mate (I : Reflection → ℝ) (h : Reflection)
    (hI : 0 < I h) (hI' : 0 ≤ I (-h)) (hD : bijvoet I h ≠ 0) :
    misfit {h} (fun _ => 1) I I 0
      < misfit {h} (fun _ => 1) I I (flackEstimate {h} (fun _ => 1) I I) := by
  have hk : flackEstimate {h} (fun _ => 1) I I * bijvoet I h
      = -(I h + I (-h)) / 2 := by
    simp only [flackEstimate, signal, Finset.sum_singleton, one_mul]
    field_simp
    simp only [bijvoet]
    ring
  have e : ∀ x, misfit {h} (fun _ => 1) I I x = (x * bijvoet I h) ^ 2 := by
    intro x
    simp only [misfit, twin, bijvoet, Finset.sum_singleton]
    ring
  rw [e, e, hk, zero_mul]
  have hp : 0 < ((I h + I (-h)) / 2) ^ 2 := by positivity
  linarith

end

end FlackLeastSquares
```

```lean
#print axioms FlackLeastSquares.misfit_complete_square
#print axioms FlackLeastSquares.flackEstimate_twin
#print axioms FlackLeastSquares.misfit_inverted
#print axioms FlackLeastSquares.formula_fails_without_mate
```

```
'FlackLeastSquares.misfit_complete_square' depends on axioms: [propext, Classical.choice, Quot.sound]
'FlackLeastSquares.flackEstimate_twin' depends on axioms: [propext, Classical.choice, Quot.sound]
'FlackLeastSquares.misfit_inverted' depends on axioms: [propext, Classical.choice, Quot.sound]
'FlackLeastSquares.formula_fails_without_mate' depends on axioms: [propext, Classical.choice, Quot.sound]
```

## Reindexing by negation

The proof turns on `Finset.sum_nbij'`, which shows that two finite sums are equal when their index sets are matched by a pair of mutually inverse maps. In `sum_friedel` both maps are `fun h => -h`, and the lemma asks for five things:

- the first map sends $S$ into $S$, which is `hS`;
- the second map does so too, which is `hS` again;
- each map undoes the other, in both orders, which is `neg_neg` twice;
- matching terms are equal, which holds by `rfl`, since both are `f (-h)`.

The set never has to be split into a chosen half and its mates. The reflection $h = 0$, which is its own mate, also needs no separate treatment.

The lemma `overlap_eq_half` applies this to the terms of $A$. Its step `h1` is the reindexed sum. Its step `h2` rewrites the same sum term by term, using equal weights and the sign change of $D$, as the weighted sum of products of Bijvoet differences minus $A$. From these two equations `linarith` obtains the factor one half.

## From the parabola to the equivalence

`misfit_expand` gathers the right-hand side into a single sum and compares terms with `ring`. It needs neither closure nor any condition on the weights.

`misfit_complete_square` brings in the pairing. Its step `hI` is the identity for $J = I$, and `hJ` is the definition of $x_0$ solved for $A$, namely $A = G(\frac12 - x_0)$. The expansion is then written at both $x$ and $x_0$, and `ring` finishes the algebra. Besides closure and equal weights on mates, only $G \neq 0$ is required at this stage.

`flack_unique_minimiser` also needs closure of $S$, the hypothesis `hS`, which its docstring leaves out. The proof first shows $G > 0$: all terms are nonnegative, and the reflection supplied by `hD` contributes a positive one. For the forward direction, suppose that $x$ minimises the misfit but differs from $x_0$. Then $G(x-x_0)^2$ is positive, so $M(x) > M(x_0)$, a contradiction. For the converse, the square term is nonnegative at every $y$, so $M(x_0) \le M(y)$.

## Exact twins, inverted data and a missing mate

`flackEstimate_twin` treats data generated by the twin model itself. If $J = T_x$, the misfit at $x$ is zero. No misfit is negative, so $x$ is a minimiser, and by uniqueness it equals the estimate. In the opening example the data are exactly $T_{1/4}$, and the formula returns $1/4$. A program for this one-parameter fit can be checked in the same way on synthetic data.

`misfit_inverted` says that exchanging the data of Friedel mates exchanges $x$ and $1-x$. By hand,

$$J(-h) - T_{1-x}(h) = J(-h) - T_x(-h),$$

and reindexing the sum of squares gives the original misfit. The Lean proof uses `sum_friedel` for that last step.

`formula_fails_without_mate` shows what closure contributes. Let $S = \{h\}$ with unit weight, $I(h) > 0$, $I(-h) \ge 0$, $D(h) \neq 0$, and data equal to the model, $J = I$. The misfit is $(x D(h))^2$, so $x = 0$ fits perfectly. The closed formula gives instead

$$x_0 = \frac12 - \frac{I(h)}{D(h)}, \qquad x_0 D(h) = -\frac{I(h) + I(-h)}{2},$$

and its misfit $\bigl(\frac{I(h)+I(-h)}{2}\bigr)^2$ is strictly positive. With the intensities 10 and 6 this means $x_0 = -2$ and a misfit of 64. The $\frac12$ in the formula comes from the identity $\sum w I D = G/2$, which relies on the mates and on their equal weights. For an incomplete set or unequal weights on mates, with $G > 0$, the expanded parabola has its vertex at $\sum w (I - J) D / G$, and that expression is the one to use.
